# Equal s weights maximise the summed squared centre displacements of four orthonormal s-p hybrids

The centre of a hybrid is taken here to be the expectation value of position within the four orbitals s, p_x, p_y, p_z of one atom, so that its dependence on the s and p amplitudes is derived. The orbitals are orthonormal and the nucleus is at the origin. Hybrid i, with i = 0, …, 3, is row i of a real 4 × 4 matrix U:

a_i = U_i0,  b_i = (U_i1, U_i2, U_i3).

Orthonormality of the hybrids is the hypothesis `U * Uᵀ = 1`.

```lean
import Mathlib

open Matrix

namespace SPHybridCentres

noncomputable section
```

## Position, centres and spread

By parity, position has no matrix elements between s and s or between p and p. The component x_k, with k = 0, 1, 2 for x, y, z, couples s only to the p orbital along k. Rotational symmetry makes the dipole element d = ⟨s|x_k|p_k⟩ the same in all three directions, and the sign convention for the p orbitals can make a nonzero d positive. In Lean, `k.succ` is the column of p_k.

```lean
/-- The component `k` of position in the basis s, p_x, p_y, p_z: it couples s to the p orbital
along `k` with dipole matrix element `d`. -/
def position (d : ℝ) (k : Fin 3) : Matrix (Fin 4) (Fin 4) ℝ :=
  fun m n => if (m = 0 ∧ n = k.succ) ∨ (m = k.succ ∧ n = 0) then d else 0
```

The centre r_i has components ⟨x_k⟩ in hybrid i. In the code, `*ᵥ` applies a matrix to a vector and `⬝ᵥ` is the scalar product.

```lean
/-- The centre of hybrid `i`, the expectation value of position in row `i` of `U`. -/
def centre (d : ℝ) (U : Matrix (Fin 4) (Fin 4) ℝ) (i : Fin 4) : Fin 3 → ℝ :=
  fun k => U i ⬝ᵥ (position d k *ᵥ U i)
```

The angle between two centres enters through its cosine, x·y / (|x||y|).

```lean
/-- The cosine of the angle between two nonzero vectors of space. -/
def cosAngle (x y : Fin 3 → ℝ) : ℝ :=
  (x ⬝ᵥ y) / (Real.sqrt (x ⬝ᵥ x) * Real.sqrt (y ⬝ᵥ y))
```

The operator r² is diagonal in this basis, with mean square radius ρs for s and ρp for each p orbital. Both are free real parameters, not tied to d.

```lean
/-- The operator r² in the basis s, p_x, p_y, p_z, with mean square radius `ρs` for s
and `ρp` for each p orbital. -/
def rSquared (ρs ρp : ℝ) : Matrix (Fin 4) (Fin 4) ℝ :=
  Matrix.diagonal (fun m => if m = 0 then ρs else ρp)
```

The total quadratic spread is Ω = Σ_i (⟨r²⟩_i − |r_i|²).

```lean
/-- The total quadratic spread of the four hybrids, the sum of ⟨r²⟩ − |⟨r⟩|². -/
def spread (d ρs ρp : ℝ) (U : Matrix (Fin 4) (Fin 4) ℝ) : ℝ :=
  ∑ i, (U i ⬝ᵥ (rSquared ρs ρp *ᵥ U i) - centre d U i ⬝ᵥ centre d U i)
```

A concrete candidate has a_i = 1/2 in every row and p parts that point from the centre of a cube to alternate corners.

```lean
/-- The four sp³ hybrids that point to alternate corners of a cube. -/
def tetrahedral : Matrix (Fin 4) (Fin 4) ℝ :=
  !![1/2, 1/2, 1/2, 1/2;
     1/2, 1/2, -1/2, -1/2;
     1/2, -1/2, 1/2, -1/2;
     1/2, -1/2, -1/2, 1/2]
```

## Scalar products from orthonormality

Each of the two cross terms in the expectation value contributes d a_i b_ik, where b_ik is component k of b_i. Hence

r_i = 2d a_i b_i.

This needs no orthonormality. The proof treats the three values of k separately and expands the sums.

```lean
variable {U : Matrix (Fin 4) (Fin 4) ℝ}

/-- The centre of a hybrid is `2d` times its s amplitude times its vector of p amplitudes. -/
theorem centre_apply (d : ℝ) (U : Matrix (Fin 4) (Fin 4) ℝ) (i : Fin 4) (k : Fin 3) :
    centre d U i k = 2 * d * U i 0 * U i k.succ := by
  fin_cases k <;>
    simp [centre, position, dotProduct, Matrix.mulVec, Fin.sum_univ_four] <;> ring
```

Orthonormal rows give, with δ_ij equal to 1 for i = j and 0 otherwise,

a_i a_j + b_i·b_j = δ_ij.

Lean reads this off entry (i, j) of `U * Uᵀ = 1`, splitting the s term from the sum.

```lean
/-- For orthonormal hybrids, the s and p parts of the overlap of two hybrids add up to
one if the hybrids are the same and to zero otherwise. -/
theorem row_overlap (hU : U * Uᵀ = 1) (i j : Fin 4) :
    U i 0 * U j 0 + ∑ k : Fin 3, U i k.succ * U j k.succ = if i = j then 1 else 0 := by
  have h : (U * Uᵀ) i j = (1 : Matrix (Fin 4) (Fin 4) ℝ) i j := by rw [hU]
  rw [Matrix.mul_apply, Fin.sum_univ_succ, Matrix.one_apply] at h
  simpa only [Matrix.transpose_apply] using h
```

Since U is square, UᵀU = 1 as well, and the s column is normalised:

Σ_i a_i² = 1.

```lean
/-- The s weights of four orthonormal hybrids add up to one. -/
theorem s_weight_sum (hU : U * Uᵀ = 1) : ∑ i, U i 0 ^ 2 = 1 := by
  have h : (Uᵀ * U) 0 0 = (1 : Matrix (Fin 4) (Fin 4) ℝ) 0 0 := by
    rw [mul_eq_one_comm.mp hU]
  rw [Matrix.mul_apply, Matrix.one_apply_eq] at h
  refine Eq.trans (Finset.sum_congr rfl fun i _ => ?_) h
  rw [Matrix.transpose_apply, sq]
```

Substituting b_i·b_j = δ_ij − a_i a_j into the product of two centres gives

r_i·r_j = 4d² a_i a_j (δ_ij − a_i a_j).

The final `linear_combination` is this substitution.

```lean
/-- The scalar products of the centres of orthonormal hybrids depend on the s amplitudes
and on `d` alone. -/
theorem centre_dot (d : ℝ) (hU : U * Uᵀ = 1) (i j : Fin 4) :
    centre d U i ⬝ᵥ centre d U j =
      4 * d ^ 2 * (U i 0 * U j 0) * ((if i = j then 1 else 0) - U i 0 * U j 0) := by
  have e : centre d U i ⬝ᵥ centre d U j =
      4 * d ^ 2 * (U i 0 * U j 0) * ∑ k : Fin 3, U i k.succ * U j k.succ := by
    simp only [dotProduct, centre_apply, Finset.mul_sum]
    exact Finset.sum_congr rfl fun k _ => by ring
  rw [e]
  linear_combination 4 * d ^ 2 * (U i 0 * U j 0) * row_overlap hU i j
```

## The shortfall from 3d²

For i = j, |r_i|² = 4d² a_i²(1 − a_i²), so

Σ_i |r_i|² = 4d²(1 − Σ_i a_i⁴).

Expanding the squared deviations and using Σ_i a_i² = 1,

Σ_i (a_i² − 1/4)² = Σ_i a_i⁴ − 1/2 + 1/4 = Σ_i a_i⁴ − 1/4.

Together these yield

3d² − Σ_i |r_i|² = 4d² Σ_i (a_i² − 1/4)².

```lean
/-- For orthonormal hybrids, the sum of squared centre norms falls short of `3d²` by `4d²` times
the summed squared deviations of the s weights from 1/4. -/
theorem centre_deficit (d : ℝ) (hU : U * Uᵀ = 1) :
    3 * d ^ 2 - ∑ i, centre d U i ⬝ᵥ centre d U i =
      4 * d ^ 2 * ∑ i, (U i 0 ^ 2 - 1 / 4) ^ 2 := by
  have h : ∀ i, centre d U i ⬝ᵥ centre d U i = 4 * d ^ 2 * U i 0 ^ 2 * (1 - U i 0 ^ 2) := by
    intro i
    rw [centre_dot d hU, if_pos rfl]
    ring
  have s := s_weight_sum hU
  simp only [h, Fin.sum_univ_four] at s ⊢
  linear_combination (-2 * d ^ 2) * s
```

The right-hand side is nonnegative, which is the bound. If it vanishes and d ≠ 0, every square vanishes, so every a_i² = 1/4; the converse is immediate. At d = 0 all centres coincide and equality says nothing about the weights.

At equality, for i ≠ j,

|r_i|² = 4d² · 1/4 · 3/4 = 3d²/4,
r_i·r_j = −4d² a_i² a_j² = −d²/4,

and the cosine is −1/3. Only squares of the amplitudes enter, so their signs are free. The theorem states the bound, the equivalence and the angle for d > 0; in its proof `weights` extracts the s weights, while `len` and `dot` are the last two equations.

```lean
/-- For orthonormal s-p hybrids and `d > 0`, the sum of squared centre norms is at most `3d²`, with
equality exactly when every s weight is 1/4; the centres of any two different hybrids
then make an angle with cosine −1/3. -/
theorem hybrid_centres {d : ℝ} (hd : 0 < d) (hU : U * Uᵀ = 1) :
    ∑ i, centre d U i ⬝ᵥ centre d U i ≤ 3 * d ^ 2 ∧
    (∑ i, centre d U i ⬝ᵥ centre d U i = 3 * d ^ 2 ↔ ∀ i, U i 0 ^ 2 = 1 / 4) ∧
    (∑ i, centre d U i ⬝ᵥ centre d U i = 3 * d ^ 2 →
      ∀ i j, i ≠ j → cosAngle (centre d U i) (centre d U j) = -1 / 3) := by
  have key := centre_deficit d hU
  have nonneg : 0 ≤ ∑ i, (U i 0 ^ 2 - 1 / 4) ^ 2 :=
    Finset.sum_nonneg fun i _ => sq_nonneg _
  have hd2 : 0 < 4 * d ^ 2 := by positivity
  -- equality makes every squared deviation vanish
  have weights : ∑ i, centre d U i ⬝ᵥ centre d U i = 3 * d ^ 2 →
      ∀ i, U i 0 ^ 2 = 1 / 4 := by
    intro h i
    rw [h, sub_self] at key
    have z : ∑ i, (U i 0 ^ 2 - 1 / 4) ^ 2 = 0 :=
      (mul_eq_zero.mp key.symm).resolve_left hd2.ne'
    have zi := (Finset.sum_eq_zero_iff_of_nonneg
      (fun i _ => sq_nonneg (U i 0 ^ 2 - 1 / 4))).mp z i (Finset.mem_univ i)
    exact sub_eq_zero.mp (pow_eq_zero_iff two_ne_zero |>.mp zi)
  refine ⟨?_, ⟨weights, ?_⟩, ?_⟩
  · have := mul_nonneg hd2.le nonneg
    linarith
  · intro q
    have z : ∑ i, (U i 0 ^ 2 - 1 / 4) ^ 2 = 0 :=
      Finset.sum_eq_zero fun i _ => by rw [q i]; norm_num
    rw [z] at key
    linarith
  · intro h i j hij
    have q := weights h
    -- all centres have the same length
    have len : ∀ l, centre d U l ⬝ᵥ centre d U l = 3 * d ^ 2 / 4 := by
      intro l
      rw [centre_dot d hU, if_pos rfl, ← sq, q l]
      ring
    have dot : centre d U i ⬝ᵥ centre d U j = -(d ^ 2 / 4) := by
      rw [centre_dot d hU, if_neg hij]
      linear_combination (-4 * d ^ 2 * U j 0 ^ 2) * q i + (-d ^ 2) * q j
    rw [cosAngle, len i, len j, dot, Real.mul_self_sqrt (by positivity),
      div_eq_iff (by positivity)]
    ring
```

The bound is attained. The candidate matrix has orthonormal rows, checked entry by entry, and all its s weights are 1/4, so the shortfall is zero.

```lean
/-- The tetrahedral sp³ hybrids are orthonormal, and their squared centre norms add up
to `3d²`. -/
theorem tetrahedral_witness (d : ℝ) :
    tetrahedral * tetrahedralᵀ = 1 ∧
    ∑ i, centre d tetrahedral i ⬝ᵥ centre d tetrahedral i = 3 * d ^ 2 := by
  have h : tetrahedral * tetrahedralᵀ = 1 := by
    ext i j
    fin_cases i <;> fin_cases j <;>
      simp [tetrahedral, Matrix.mul_apply, Fin.sum_univ_succ] <;> norm_num
  have q : ∀ i, tetrahedral i 0 ^ 2 = 1 / 4 := by
    intro i
    fin_cases i <;> norm_num [tetrahedral]
  have z : ∑ i, (tetrahedral i 0 ^ 2 - 1 / 4) ^ 2 = 0 :=
    Finset.sum_eq_zero fun i _ => by rw [q i]; norm_num
  have key := centre_deficit d h
  rw [z] at key
  exact ⟨h, by linarith⟩
```

## The smallest total spread

Since |b_i|² = 1 − a_i²,

⟨r²⟩_i = ρs a_i² + ρp(1 − a_i²).

Summing over i with Σ_i a_i² = 1 gives ρs + 3ρp, whatever the hybrids. Therefore

Ω = ρs + 3ρp − Σ_i |r_i|².

```lean
/-- For orthonormal hybrids, the total spread is a constant of the s-p shell minus the sum of
squared centre norms. -/
theorem spread_eq (d ρs ρp : ℝ) (hU : U * Uᵀ = 1) :
    spread d ρs ρp U = ρs + 3 * ρp - ∑ i, centre d U i ⬝ᵥ centre d U i := by
  have h : ∀ i, U i ⬝ᵥ (rSquared ρs ρp *ᵥ U i) =
      ρs * U i 0 ^ 2 + ρp * (1 - U i 0 ^ 2) := by
    intro i
    have r := row_overlap hU i i
    rw [if_pos rfl] at r
    have e : ∑ k : Fin 3, U i k.succ * (ρp * U i k.succ) =
        ρp * ∑ k : Fin 3, U i k.succ * U i k.succ := by
      rw [Finset.mul_sum]
      exact Finset.sum_congr rfl fun k _ => by ring
    simp only [dotProduct, rSquared, Matrix.mulVec_diagonal]
    rw [Fin.sum_univ_succ]
    simp only [Fin.succ_ne_zero, ↓reduceIte]
    rw [e]
    linear_combination ρp * r
  -- the trace of r² does not depend on the choice of hybrids
  have t : ∑ i, U i ⬝ᵥ (rSquared ρs ρp *ᵥ U i) = ρs + 3 * ρp := by
    have s := s_weight_sum hU
    simp only [h, Fin.sum_univ_four] at s ⊢
    linear_combination (ρs - ρp) * s
  rw [spread, Finset.sum_sub_distrib, t]
```

Minimising Ω is thus maximising the summed squared centre norms, and for d > 0 the earlier theorem gives

Ω ≥ ρs + 3ρp − 3d²,

with equality exactly when every a_i² = 1/4. Quadratic spread is also the quantity minimised in Foster–Boys localisation and for maximally localised Wannier functions; the result concerns only real orthogonal mixing of one s-p shell on a single atom, without neighbours or a lattice.

```lean
/-- For orthonormal s-p hybrids and `d > 0`, the total spread is at least `ρs + 3ρp − 3d²`, with
equality exactly when every s weight is 1/4. -/
theorem spread_minimum {d : ℝ} (hd : 0 < d) (ρs ρp : ℝ) (hU : U * Uᵀ = 1) :
    ρs + 3 * ρp - 3 * d ^ 2 ≤ spread d ρs ρp U ∧
    (spread d ρs ρp U = ρs + 3 * ρp - 3 * d ^ 2 ↔ ∀ i, U i 0 ^ 2 = 1 / 4) := by
  obtain ⟨bound, eq_iff, -⟩ := hybrid_centres hd hU
  rw [spread_eq d ρs ρp hU, ← eq_iff]
  exact ⟨by linarith, fun h => by linarith, fun h => by linarith⟩

end

end SPHybridCentres
```

```lean
#print axioms SPHybridCentres.hybrid_centres
#print axioms SPHybridCentres.spread_minimum
```

```
'SPHybridCentres.hybrid_centres' depends on axioms: [propext, Classical.choice, Quot.sound]
'SPHybridCentres.spread_minimum' depends on axioms: [propext, Classical.choice, Quot.sound]
```
